# Under equipartition, the mean-square relative displacement on a harmonic ring is \((kT/K)\,n(1-n/N)\)

Take \(N\) equal atoms on a ring, with neighbours joined by springs of constant \(K\). At temperature \(T\), how strongly does the displacement \(u_{m+n}\) fluctuate relative to \(u_m\)? The answer below assumes classical equipartition among the vibrational modes. Sites are numbered by \(j\), modes by \(k=1,\dots,N-1\), and \(kT\) is a single symbol for the thermal energy, unrelated to the mode number \(k\). The uniform translation \(k=0\) is left out, since it cancels in every difference.

## The ring and its modes

```lean
import Mathlib

open Real Finset MeasureTheory Filter Topology ComplexConjugate

namespace HarmonicRing

noncomputable section
```

In what follows, `def` introduces an object. A `theorem` lists its hypotheses, then a colon and the statement; the proof comes after `:=`.

```lean
/-- Plane wave `k` at site `j` of a ring of `N ≥ 1` atoms. -/
def wave (N k j : ℕ) : ℂ := ⟨cos (2 * π * k * j / N), sin (2 * π * k * j / N)⟩
```

This is the plane wave \(w_k(j)=e^{2\pi i kj/N}\), given by its real and imaginary parts. It takes the same value at \(j\) and \(j+N\), which closes the ring.

```lean
/-- Stiffness of mode `k` on a ring of `N ≥ 1` atoms with spring constant `K`. -/
def stiffness (K : ℝ) (N k : ℕ) : ℝ := 4 * K * sin (π * k / N) ^ 2
```

The stiffness of mode \(k\) is \(\kappa_k=4K\sin^2(\pi k/N)\), which is atomic mass times squared angular frequency.

```lean
/-- Displacement of site `j` for mode amplitudes `Q`, without uniform translation, `N ≥ 1`. -/
def displacement (N : ℕ) (Q : ℕ → ℂ) (j : ℕ) : ℂ :=
  (∑ k ∈ Ico 1 N, Q k * wave N k j) / ((√(N : ℝ) : ℝ) : ℂ)
```

In ordinary notation,

\[
u_j=\frac{1}{\sqrt N}\sum_{k=1}^{N-1}Q_k\,w_k(j).
\]

`Ico 1 N` is the set \(\{1,\dots,N-1\}\), and the normalised modes are \(w_k/\sqrt N\). The amplitudes \(Q_k\) are complex, and so in general is \(u_j\). Real displacements are the special case \(Q_{N-k}=\overline{Q_k}\), which the theorems allow but do not require.

```lean
/-- Classical equipartition in the ensemble `μ`: the products `Q k * conj (Q l)` are integrable, and
the stiffness of mode `k` times the integral is `kT` for `k = l` and zero for different modes. -/
def Equipartition {Ω : Type} [MeasurableSpace Ω] (μ : Measure Ω) (Q : Ω → ℕ → ℂ)
    (K kT : ℝ) (N : ℕ) : Prop :=
  ∀ k ∈ Ico 1 N, ∀ l ∈ Ico 1 N, Integrable (fun ω => Q ω k * conj (Q ω l)) μ ∧
    (stiffness K N k : ℂ) * ∫ ω, Q ω k * conj (Q ω l) ∂μ = if k = l then (kT : ℂ) else 0
```

Here `Ω` is the set of microstates, `μ` the measure that weights them, and `∫ ω, … ∂μ` the thermal average \(\langle\cdots\rangle\) when `μ` has total weight one. The theorems hold without this normalisation, but their physical reading assumes it. The condition says that the products \(Q_k\overline{Q_l}\) have finite averages and that

\[
\kappa_k\langle Q_k\overline{Q_l}\rangle=kT\,\delta_{kl}.
\]

For real displacements this gives each mode the mean potential energy \(\tfrac12 kT\). Physically it stands for thermal equilibrium at temperatures where \(kT\) is large compared with every vibrational quantum. It is assumed here: the step from the Boltzmann distribution of the spring energy to this condition is left to the reader's statistical mechanics.

## Two trigonometric sums

```lean
/-- For `0 < k < N` the sine of `π k / N` is positive. -/
theorem sin_pos_of_mode {N k : ℕ} (hk : 0 < k) (hkN : k < N) : 0 < sin (π * k / N) := by
  have h0 : (0 : ℝ) < k := by exact_mod_cast hk
  have h1 : (k : ℝ) < N := by exact_mod_cast hkN
  have h2 : (0 : ℝ) < N := h0.trans h1
  apply Real.sin_pos_of_pos_of_lt_pi (by positivity)
  rw [div_lt_iff₀ h2]
  exact mul_lt_mul_of_pos_left h1 pi_pos
```

For \(0<k<N\) the angle \(\pi k/N\) lies strictly between \(0\) and \(\pi\), so its sine is positive. This permits the later divisions by \(\sin^2(\pi k/N)\).

```lean
/-- For `0 < n < N` the cosines of the nonuniform modes at distance `n` sum to `-1`. -/
theorem sum_cos {N n : ℕ} (hn : 0 < n) (hnN : n < N) :
    ∑ k ∈ Ico 1 N, cos (2 * (π * n / N) * k) = -1 := by
  have hN : (N : ℝ) ≠ 0 := by exact_mod_cast (by omega : N ≠ 0)
  have hs := (sin_pos_of_mode hn hnN).ne'
  have e : 2 * (π * n / N) * N = n * (2 * π) := by
    linear_combination 2 * π * n * mul_inv_cancel₀ hN
  generalize π * n / N = x at hs e ⊢
  -- multiplication by the half-angle sine makes the sum telescope
  have key : ∀ M : ℕ, 2 * sin x * ∑ k ∈ range M, cos (2 * x * k) =
      sin (2 * x * M - x) + sin x := by
    intro M
    induction M with
    | zero => simp
    | succ M ih =>
      rw [sum_range_succ, mul_add, ih,
        show 2 * x * ((M + 1 : ℕ) : ℝ) - x = 2 * x * M + x by push_cast; ring]
      linear_combination Real.sin_sub (2 * x * M) x - Real.sin_add (2 * x * M) x
  have h := key N
  rw [e, Real.sin_nat_mul_two_pi_sub, neg_add_cancel] at h
  have h0 := (mul_eq_zero.mp h).resolve_left (mul_ne_zero two_ne_zero hs)
  rw [sum_range_eq_add_Ico _ (by omega), Nat.cast_zero, mul_zero, Real.cos_zero] at h0
  linarith
```

The statement is \(\sum_{k=1}^{N-1}\cos(2\pi nk/N)=-1\) for \(0<n<N\). By hand, put \(x=\pi n/N\) and use

\[
2\sin x\cos(2xk)=\sin(2xk+x)-\sin(2xk-x).
\]

Summed over \(k=0,\dots,M-1\), the right side telescopes to \(\sin(2xM-x)+\sin x\). At \(M=N\) we have \(2xN=2\pi n\), so the two terms cancel. Since \(\sin x\neq0\), the cosine sum from \(k=0\) vanishes, and removing its first term, \(1\), leaves \(-1\).

In the proof, `key` is the telescoped formula, obtained by induction on \(M\). The tactic `linear_combination` verifies an equation as an algebraic combination of known ones, here the addition formulas.

```lean
/-- For `N ≥ 1` and `n ≤ N`, the squared sine ratios, summed over the modes, give `n (N - n)`. -/
theorem sum_sin_sq_ratio {N n : ℕ} (hN : 0 < N) (hn : n ≤ N) :
    ∑ k ∈ Ico 1 N, sin (π * k * n / N) ^ 2 / sin (π * k / N) ^ 2 = (n : ℝ) * (N - n) := by
  have hs : ∀ k ∈ Ico 1 N, sin (π * k / N) ^ 2 ≠ 0 := fun k hk =>
    pow_ne_zero 2 (sin_pos_of_mode (mem_Ico.mp hk).1 (mem_Ico.mp hk).2).ne'
  revert hn
  induction n using Nat.twoStepInduction with
  | zero => intro _; simp
  | one =>
    intro _
    have h : ∀ k ∈ Ico 1 N, sin (π * k * (1 : ℕ) / N) ^ 2 / sin (π * k / N) ^ 2 = 1 :=
      fun k hk => by rw [Nat.cast_one, mul_one, div_self (hs k hk)]
    rw [sum_congr rfl h, sum_const, Nat.card_Ico, nsmul_eq_mul, Nat.cast_sub hN]
    ring
  | more a h0 h1 =>
    intro ha
    -- the second difference in the distance is a cosine sum
    have term : ∀ k ∈ Ico 1 N, sin (π * k * (a + 2 : ℕ) / N) ^ 2 / sin (π * k / N) ^ 2 =
        2 * (sin (π * k * (a + 1 : ℕ) / N) ^ 2 / sin (π * k / N) ^ 2) -
        sin (π * k * a / N) ^ 2 / sin (π * k / N) ^ 2 +
        2 * cos (2 * (π * (a + 1 : ℕ) / N) * k) := by
      intro k hk
      have id2 : ∀ x y : ℝ, sin (y + x) ^ 2 =
          2 * sin y ^ 2 - sin (y - x) ^ 2 + 2 * cos (2 * y) * sin x ^ 2 := by
        intro x y
        rw [Real.sin_add, Real.sin_sub, Real.cos_two_mul]
        linear_combination 2 * sin y ^ 2 * Real.sin_sq_add_cos_sq x -
          2 * sin x ^ 2 * Real.sin_sq_add_cos_sq y
      rw [show π * k * (a + 2 : ℕ) / N = π * k * (a + 1 : ℕ) / N + π * k / N by
          push_cast; ring,
        show π * k * a / N = π * k * (a + 1 : ℕ) / N - π * k / N by push_cast; ring,
        show 2 * (π * (a + 1 : ℕ) / N) * k = 2 * (π * k * (a + 1 : ℕ) / N) by ring,
        id2, add_div, mul_div_cancel_right₀ _ (hs k hk)]
      ring
    rw [sum_congr rfl term, sum_add_distrib, sum_sub_distrib, ← mul_sum, ← mul_sum,
      h1 (by omega), h0 (by omega), sum_cos (by omega) (by omega)]
    push_cast
    ring
```

Call the sum \(S(n)\). The theorem says

\[
S(n)=\sum_{k=1}^{N-1}\frac{\sin^2(\pi kn/N)}{\sin^2(\pi k/N)}=n(N-n),\qquad N\ge1,\; 0\le n\le N.
\]

Clearly \(S(0)=0\), and \(S(1)=N-1\) because every term is \(1\). For the rest, the addition formulas give

\[
\sin^2(y+x)=2\sin^2y-\sin^2(y-x)+2\cos(2y)\sin^2x .
\]

Set \(x=\pi k/N\) and \(y=\pi k(a+1)/N\), divide by \(\sin^2x\), and sum over \(k\). For \(a+2\le N\) the cosine sum is \(-1\), so

\[
S(a+2)=2S(a+1)-S(a)-2 .
\]

Inserting the formula for the two smaller distances gives

\[
2(a+1)(N-a-1)-a(N-a)-2=(a+2)(N-a-2),
\]

as required. Lean follows the same recursion with `Nat.twoStepInduction`, whose cases are `zero`, `one` and `more`. The identity for the squared sines is `id2`, and `term` is its form for one mode.

## From springs to plane waves

```lean
/-- The two springs at a site restore a plane wave with the stiffness of its mode. -/
theorem restoring_force (K : ℝ) (N k j : ℕ) :
    (K : ℂ) * ((wave N k (j + 1) - wave N k j) - (wave N k (j + 2) - wave N k (j + 1))) =
      (stiffness K N k : ℂ) * wave N k (j + 1) := by
  unfold wave stiffness
  rw [show 2 * π * k * j / N = 2 * π * k * (j + 1 : ℕ) / N - 2 * (π * k / N) by
      push_cast; ring,
    show 2 * π * k * (j + 2 : ℕ) / N = 2 * π * k * (j + 1 : ℕ) / N + 2 * (π * k / N) by
      push_cast; ring]
  generalize 2 * π * k * (j + 1 : ℕ) / N = y
  generalize π * k / N = x
  apply Complex.ext
  · simp only [Complex.re_ofReal_mul, Complex.sub_re]
    rw [Real.cos_sub, Real.cos_add, Real.cos_two_mul x]
    linear_combination -4 * K * cos y * Real.sin_sq_add_cos_sq x
  · simp only [Complex.im_ofReal_mul, Complex.sub_im]
    rw [Real.sin_sub, Real.sin_add, Real.cos_two_mul x]
    linear_combination -4 * K * sin y * Real.sin_sq_add_cos_sq x
```

This connects `stiffness` to the springs. With \(x=\pi k/N\), the two neighbours of site \(j+1\) contribute \(w_k(j)+w_k(j+2)=2\cos(2x)\,w_k(j+1)\), hence

\[
K\,[2w_k(j+1)-w_k(j)-w_k(j+2)]=2K(1-\cos2x)\,w_k(j+1)=\kappa_k w_k(j+1).
\]

The left side is minus the spring force on site \(j+1\). Lean checks real and imaginary parts separately, after `generalize` has replaced the long angles by single letters.

```lean
/-- The squared modulus of the difference of plane wave `k` between sites `m + n` and `m` is
`4 sin² (π k n / N)`, whatever the starting site `m`. -/
theorem normSq_wave_sub (N k m n : ℕ) :
    Complex.normSq (wave N k (m + n) - wave N k m) = 4 * sin (π * k * n / N) ^ 2 := by
  unfold wave
  rw [show 2 * π * k * (m + n : ℕ) / N = 2 * π * k * m / N + 2 * (π * k * n / N) by
    push_cast; ring]
  generalize 2 * π * k * m / N = y
  generalize π * k * n / N = x
  simp only [Complex.normSq_apply, Complex.sub_re, Complex.sub_im]
  rw [Real.cos_add, Real.sin_add]
  linear_combination ((cos (2 * x) - 1) ^ 2 + sin (2 * x) ^ 2) * Real.sin_sq_add_cos_sq y +
    Real.sin_sq_add_cos_sq (2 * x) - 2 * Real.cos_two_mul x - 4 * Real.sin_sq_add_cos_sq x
```

`Complex.normSq` is the squared modulus. With \(x=\pi kn/N\), the common phase of the two waves drops out:

\[
|w_k(m+n)-w_k(m)|^2=|e^{2ix}-1|^2=2-2\cos2x=4\sin^2x .
\]

The starting site \(m\) has disappeared. The Lean proof does the same with sines and cosines.

## The thermal average

```lean
/-- On the ring of two atoms, a real Gaussian amplitude of mean zero and variance `v` obeys
equipartition with `kT = 4 K v`. -/
theorem equipartition_witness (K : ℝ) (v : NNReal) :
    Equipartition (ProbabilityTheory.gaussianReal 0 v) (fun x _ => (x : ℂ)) K (4 * K * v) 2 := by
  have hm : MemLp id 2 (ProbabilityTheory.gaussianReal 0 v) :=
    ProbabilityTheory.memLp_id_gaussianReal' 2 (by simp)
  have hv : ∫ x : ℝ, x ^ 2 ∂(ProbabilityTheory.gaussianReal 0 v) = v := by
    have h := ProbabilityTheory.variance_of_integral_eq_zero (X := id)
      (μ := ProbabilityTheory.gaussianReal 0 v) measurable_id.aemeasurable
      ProbabilityTheory.integral_id_gaussianReal
    rw [ProbabilityTheory.variance_id_gaussianReal] at h
    exact h.symm
  have e : ∀ x : ℝ, (x : ℂ) * conj (x : ℂ) = ((x ^ 2 : ℝ) : ℂ) := fun x => by
    rw [Complex.conj_ofReal, ← Complex.ofReal_mul, sq]
  have hst : stiffness K 2 1 = 4 * K := by simp [stiffness]
  intro k hk l hl
  obtain rfl : k = 1 := by rw [mem_Ico] at hk; omega
  obtain rfl : l = 1 := by rw [mem_Ico] at hl; omega
  simp only [e]
  refine ⟨hm.integrable_sq.ofReal, ?_⟩
  rw [integral_complex_ofReal, hv, if_true, hst]
  push_cast
  ring
```

For two atoms there is one mode, \(k=1\), with \(\kappa_1=4K\). If its amplitude is a real Gaussian variable of mean zero and variance \(v\), then \(\kappa_1\langle Q_1^2\rangle=4Kv\), so equipartition holds with \(kT=4Kv\). The condition is thus met by an actual distribution on this ring. The proof takes the variance from Mathlib and observes that \(k=l=1\) is the only case.

```lean
/-- On a harmonic ring with `N ≥ 1`, `n ≤ N`, `K > 0` and classical equipartition, the
mean-square relative displacement at distance `n` is `(kT / K) n (1 - n / N)`. -/
theorem relative_displacement {Ω : Type} [MeasurableSpace Ω] {μ : Measure Ω}
    {Q : Ω → ℕ → ℂ} {K kT : ℝ} {N n : ℕ} (m : ℕ) (hN : 0 < N) (hn : n ≤ N) (hK : 0 < K)
    (h : Equipartition μ Q K kT N) :
    ∫ ω, Complex.normSq (displacement N (Q ω) (m + n) - displacement N (Q ω) m) ∂μ =
      kT / K * n * (1 - n / N) := by
  have hi : (N : ℝ) * (N : ℝ)⁻¹ = 1 := mul_inv_cancel₀ (by positivity)
  obtain ⟨D, hD⟩ : ∃ D : ℕ → ℂ, ∀ k, D k = wave N k (m + n) - wave N k m :=
    ⟨_, fun _ => rfl⟩
  -- expand the square in mode correlations
  have hq : ∀ ω, ((Complex.normSq (displacement N (Q ω) (m + n) -
      displacement N (Q ω) m) : ℝ) : ℂ) = ∑ k ∈ Ico 1 N, ∑ l ∈ Ico 1 N,
        D k * conj (D l) / ((N : ℝ) : ℂ) * (Q ω k * conj (Q ω l)) := by
    intro ω
    have hd : displacement N (Q ω) (m + n) - displacement N (Q ω) m =
        (∑ k ∈ Ico 1 N, Q ω k * D k) / ((√(N : ℝ) : ℝ) : ℂ) := by
      simp only [displacement, hD, ← sub_div, ← sum_sub_distrib, ← mul_sub]
    rw [← Complex.mul_conj, hd, map_div₀, Complex.conj_ofReal, div_mul_div_comm,
      ← Complex.ofReal_mul, Real.mul_self_sqrt (Nat.cast_nonneg N), map_sum, sum_mul_sum,
      sum_div]
    refine sum_congr rfl fun k _ => ?_
    rw [sum_div]
    refine sum_congr rfl fun l _ => ?_
    rw [map_mul]
    ring
  -- only equal modes contribute
  have term : ∀ k ∈ Ico 1 N, ∫ ω, ∑ l ∈ Ico 1 N,
      D k * conj (D l) / ((N : ℝ) : ℂ) * (Q ω k * conj (Q ω l)) ∂μ =
      ((kT / (K * N) * (sin (π * k * n / N) ^ 2 / sin (π * k / N) ^ 2) : ℝ) : ℂ) := by
    intro k hk
    have hs : (stiffness K N k : ℂ) ≠ 0 := by
      have := sin_pos_of_mode (mem_Ico.mp hk).1 (mem_Ico.mp hk).2
      exact Complex.ofReal_ne_zero.mpr (by unfold stiffness; positivity)
    have hI : ∀ l ∈ Ico 1 N, ∫ ω, Q ω k * conj (Q ω l) ∂μ =
        (if k = l then (kT : ℂ) else 0) / (stiffness K N k : ℂ) := fun l hl => by
      rw [eq_div_iff hs, mul_comm]
      exact (h k hk l hl).2
    rw [integral_finsetSum _ (fun l hl => (h k hk l hl).1.const_mul _),
      sum_eq_single_of_mem k hk (fun l hl hlk => by
        rw [integral_const_mul, hI l hl, if_neg hlk.symm, zero_div, mul_zero]),
      integral_const_mul, hI k hk, if_pos rfl, Complex.mul_conj, hD, normSq_wave_sub, stiffness]
    push_cast
    ring
  apply Complex.ofReal_injective
  rw [← integral_complex_ofReal]
  simp only [hq]
  rw [integral_finsetSum _ (fun k hk => integrable_finsetSum _
      fun l hl => (h k hk l hl).1.const_mul _), sum_congr rfl term, ← Complex.ofReal_sum,
    ← mul_sum, sum_sin_sq_ratio hN hn]
  congr 1
  linear_combination kT / K * n * hi
```

For \(N\ge1\), \(n\le N\), \(K>0\), any starting site \(m\) and any ensemble obeying equipartition,

\[
\langle|u_{m+n}-u_m|^2\rangle=\frac{kT}{K}\,n\left(1-\frac nN\right).
\]

When the displacements are real, the squared modulus is the ordinary square. To derive the result, let \(D_k=w_k(m+n)-w_k(m)\). Then

\[
|u_{m+n}-u_m|^2=\frac1N\sum_{k,l}D_k\overline{D_l}\,Q_k\overline{Q_l}.
\]

On averaging, only \(k=l\) survives, with \(\langle|Q_k|^2\rangle=kT/\kappa_k\):

\[
\frac1N\sum_{k=1}^{N-1}\frac{4\sin^2(\pi kn/N)\,kT}{4K\sin^2(\pi k/N)}
=\frac{kT}{KN}\,n(N-n)=\frac{kT}{K}\,n\left(1-\frac nN\right).
\]

In Lean, `hq` is the double sum and `term` is the average of one row \(k\) of it. The finite averages in `Equipartition` justify exchanging sum and integral. The last lines insert `sum_sin_sq_ratio`.

The smallest ring with a vibration, \(N=2\) and \(n=1\), gives \(kT/(2K)\). This is what one expects of two atoms joined by two parallel springs, whose combined constant is \(2K\). For \(N=1\) there are no modes, and both sides are zero.

For a classical harmonic chain with nearest-neighbour springs, sampled in thermal equilibrium in a periodic cell of fixed length, the mean-square relative displacement is \(1-n/N\) times that of the infinite chain at the same temperature.

## Long rings

```lean
/-- For `K > 0` and equipartition on every ring, the mean-square relative displacement at
fixed distance `n` tends to `(kT / K) n` as the ring grows. -/
theorem relative_displacement_limit {Ω : Type} [MeasurableSpace Ω] {μ : ℕ → Measure Ω}
    {Q : ℕ → Ω → ℕ → ℂ} {K kT : ℝ} (m n : ℕ) (hK : 0 < K)
    (h : ∀ N, Equipartition (μ N) (Q N) K kT N) :
    Tendsto (fun N => ∫ ω, Complex.normSq (displacement N (Q N ω) (m + n) -
      displacement N (Q N ω) m) ∂(μ N)) atTop (𝓝 (kT / K * n)) := by
  have h1 : Tendsto (fun N : ℕ => kT / K * n * (1 - (n : ℝ) / N)) atTop
      (𝓝 (kT / K * n * (1 - 0))) :=
    (tendsto_const_nhds.sub (tendsto_const_div_atTop_nhds_zero_nat (n : ℝ))).const_mul _
  rw [sub_zero, mul_one] at h1
  refine h1.congr' ?_
  filter_upwards [eventually_ge_atTop (n + 1)] with N hN
  exact (relative_displacement m (by omega) (by omega) hK (h N)).symm

end

end HarmonicRing
```

Now each ring size \(N\) has its own measure `μ N` and amplitudes `Q N`, with the same \(K>0\) and \(kT\), and equipartition holds for every \(N\). `Tendsto … atTop (𝓝 …)` is Lean's way of writing a limit, here

\[
\lim_{N\to\infty}\langle|u_{m+n}-u_m|^2\rangle=\frac{kT}{K}\,n
\]

at fixed \(m\) and \(n\). The mean-square fluctuation therefore grows linearly with distance, as it would for \(n\) independent springs in a row, each contributing \(kT/K\).

By hand, one lets \(n/N\to0\) in the finite-ring formula. The proof does this in `h1`, and then uses `filter_upwards` to restrict attention to \(N\ge n+1\), where the previous theorem applies.

```lean
#print axioms HarmonicRing.restoring_force
#print axioms HarmonicRing.relative_displacement
#print axioms HarmonicRing.relative_displacement_limit
```

```
'HarmonicRing.restoring_force' depends on axioms: [propext, Classical.choice, Quot.sound]
'HarmonicRing.relative_displacement' depends on axioms: [propext, Classical.choice, Quot.sound]
'HarmonicRing.relative_displacement_limit' depends on axioms: [propext, Classical.choice, Quot.sound]
```
